# Hemisphere populations weighted by the initial S_z are exact for a two-level rotation

## A classical spin for the active level

Surface hopping moves the nuclei on one active level at a time, so the fraction of trajectories on each level should match the quantum population. In the mapping approach to surface hopping, a classical variable fixes the active level. For two levels it is a real unit vector S = (x, y, z), the mapping spin. Level 0 is active when z > 0 and level 1 when z < 0.

The system starts in level 0, with S on the upper hemisphere. Each initial spin counts with weight 2z relative to the uniform distribution. The electronic motion is a rotation by a given angle θ about the y axis, the same for every spin. Under these conditions the weighted fraction of spins ending in each hemisphere equals the exact quantum population, for every real θ.

## Angles, rotation and propagator

The polar axis is y, not the usual z. With a the polar angle from y, and f the azimuth measured from z towards x,

S = (sin a sin f, cos a, sin a cos f).

The upper hemisphere is 0 ≤ a ≤ π, −π/2 ≤ f ≤ π/2. Its surface element is sin a da df and its area is 2π.

The rotation is

x′ = cos θ x − sin θ z, y′ = y, z′ = sin θ x + cos θ z.

Inserting the angles gives x′ = sin a sin(f − θ) and z′ = sin a cos(f − θ), so the azimuth is lowered by θ.

With c = cos(θ/2) and s = sin(θ/2), the quantum propagator U has rows (c, s) and (−s, c). The spin corresponds to the matrix M with rows (z, x − iy) and (x + iy, −z). Multiplying out,

(U M U†)₀₀ = (c² − s²) z + 2cs x = cos θ z + sin θ x = z′

(U M U†)₀₁ = (c² − s²) x − 2cs z − i(c² + s²) y = x′ − iy′.

The other two entries follow because the product is Hermitian and traceless. The classical rotation and the propagator thus describe the same motion.

## The populations as integrals

For 0 < a < π, level 0 is active after the rotation exactly when cos(f − θ) > 0. Let h(u) be 1 for u > 0 and 0 otherwise. The weighted population of level 0 is

P₀(θ) = (1/2π) ∫ da ∫ df sin a · 2 sin a cos f · h(cos(f − θ))
= (1/π) ∫ da sin² a · A(θ),

where

A(θ) = ∫ df cos f · h(cos(f − θ)), with f from −π/2 to π/2.

Take θ in [0, π] first. For f inside the window, f − θ lies between −3π/2 and π/2, where the cosine is positive only above −π/2. The lower limit therefore moves up to θ − π/2:

A(θ) = sin(π/2) − sin(θ − π/2) = 1 + cos θ.

For other angles, A has period 2π, and the substitution f → −f shows that A(−θ) = A(θ). Every real angle is ±φ plus a multiple of 2π for some φ in [0, π], so the formula holds for all θ.

The integral of sin² a from 0 to π is π/2. Hence

P₀(θ) = (1 + cos θ)/2 = cos²(θ/2) = |U₀₀|².

Level 1 is active when −cos(f − θ) > 0, which is the same as cos(f − θ − π) > 0. Its population is that of level 0 with θ replaced by θ + π:

P₁(θ) = cos²(θ/2 + π/2) = sin²(θ/2) = |U₁₀|².

## What uniform weights would give

If every initial spin counts equally, then for θ in [0, π] the population of level 0 is

(1/2π) · 2 · (π − θ) = 1 − θ/π.

At θ = π/3 this is 2/3, whereas the quantum value is 3/4. A small rotation carries only spins near the equator across it. Uniform weighting counts them fully and gives a loss linear in θ; the weight 2z is small there, and the loss becomes quadratic, as in quantum mechanics.

## The rotation in a trajectory calculation

In the mapping approach to surface hopping, a trajectory starting on level 0 draws z uniformly from [0, 1] and an angle about the z axis uniformly from [0, 2π). It stores the weight W = 2z. At each time step the spin is rotated by the electronic propagator. If z changes sign, the trajectory attempts a hop, with the corresponding momentum adjustment. After N trajectories, the population of level k is estimated as the sum of W over those with level k active, divided by N.

For real adiabatic states, nuclear velocity v and nonadiabatic coupling vector d, a passage in which the energy gap can be neglected rotates the spin about y by an angle of magnitude 2|∫ d·v dt|. The result applies to such a passage when all trajectories share the same angle. In a full simulation the energy gap also turns the spin about the z axis, each trajectory's nuclei determine its own rotation, and the active level acts back on them through the force.

## The statement in Lean

`spin a f` is the vector above, with components 0, 1, 2 standing for x, y, z. `rotate θ` is the classical rotation, `pauli v` the matrix M, and `propagator θ` the matrix U, defined by its entries. The spin has length 1, like the Bloch vector of a pure state, and carries no factor ħ/2. A single sampled spin is not the quantum state itself: level 0 has the Bloch vector (0, 0, 1), while the sampled spins cover the whole upper hemisphere.

`hemisphere k v` is 1 if level `k` is active and 0 otherwise. On the equator neither level is active, which does not affect the integrals. `hemisphereAverage w k θ` averages over the upper hemisphere, evaluating the weight `w` on the initial spin and the indicator on the rotated one.

The main theorem, `weighted_population_exact`, takes the weight `fun v => 2 * v 2` and equates this average with `‖propagator θ k 0‖ ^ 2`, the squared modulus of the amplitude from level 0 to level `k`. It holds for both values of `k` and every real `θ`. The theorem `mapping_integral` states the double integral for level 0 by itself. The initial state is always level 0 and the rotation axis is always y.

```lean
import Mathlib

open Real Matrix

namespace MappingSpinHopping

noncomputable section

/-- Classical spin of unit length, with components (x, y, z), at polar angle `a` from the
y axis and azimuth `f` measured from the z axis. -/
def spin (a f : ℝ) : Fin 3 → ℝ := ![sin a * sin f, cos a, sin a * cos f]

/-- Rotation of a classical spin about the y axis, lowering its azimuth by `θ`. -/
def rotate (θ : ℝ) (v : Fin 3 → ℝ) : Fin 3 → ℝ :=
  ![cos θ * v 0 - sin θ * v 2, v 1, sin θ * v 0 + cos θ * v 2]

/-- The two-level operator `x σ_x + y σ_y + z σ_z` belonging to a spin vector. -/
def pauli (v : Fin 3 → ℝ) : Matrix (Fin 2) (Fin 2) ℂ :=
  !![(v 2 : ℂ), v 0 - Complex.I * v 1; v 0 + Complex.I * v 1, -(v 2 : ℂ)]

/-- The quantum propagator `exp(i θ σ_y / 2)` of the two-level system, written out. -/
def propagator (θ : ℝ) : Matrix (Fin 2) (Fin 2) ℂ :=
  !![((cos (θ / 2) : ℝ) : ℂ), ((sin (θ / 2) : ℝ) : ℂ);
     ((-sin (θ / 2) : ℝ) : ℂ), ((cos (θ / 2) : ℝ) : ℂ)]

/-- Active-state indicator: level 0 is active when the spin has `z > 0`, level 1 when it
has `z < 0`. -/
def hemisphere (k : Fin 2) (v : Fin 3 → ℝ) : ℝ := if 0 < ![v 2, -v 2] k then 1 else 0

/-- Average over spins starting uniformly on the upper hemisphere, each with weight `w`, of
the indicator that level `k` is active after rotation by `θ`. -/
def hemisphereAverage (w : (Fin 3 → ℝ) → ℝ) (k : Fin 2) (θ : ℝ) : ℝ :=
  1 / (2 * π) * ∫ a in (0 : ℝ)..π, ∫ f in (-(π / 2))..(π / 2),
    sin a * (w (spin a f) * hemisphere k (rotate θ (spin a f)))

/-- Conjugation with the quantum propagator rotates the spin vector classically. -/
theorem propagator_conj_pauli (θ : ℝ) (v : Fin 3 → ℝ) :
    propagator θ * pauli v * (propagator θ)ᴴ = pauli (rotate θ v) := by
  have hc : cos θ = cos (θ / 2) ^ 2 - sin (θ / 2) ^ 2 := by
    rw [← Real.cos_two_mul']; congr 1; ring
  have hs : sin θ = 2 * sin (θ / 2) * cos (θ / 2) := by
    rw [← Real.sin_two_mul]; congr 1; ring
  have h1 := Real.cos_sq_add_sin_sq (θ / 2)
  unfold propagator rotate
  rw [hc, hs]
  -- only the half-angle relation c² + s² = 1 is needed from here on
  generalize cos (θ / 2) = c at *
  generalize sin (θ / 2) = s at *
  have h2 : (c : ℂ) ^ 2 + (s : ℂ) ^ 2 = 1 := by exact_mod_cast h1
  ext i j
  fin_cases i <;> fin_cases j <;>
    simp [pauli, Matrix.mul_apply, Fin.sum_univ_two]
  · ring
  · linear_combination (-Complex.I * (v 1 : ℂ)) * h2
  · linear_combination (Complex.I * (v 1 : ℂ)) * h2
  · ring

/-- Rotating a spin by `θ` shifts its azimuth from `f` to `f - θ`. -/
theorem rotate_spin (θ a f : ℝ) : rotate θ (spin a f) = spin a (f - θ) := by
  ext i
  fin_cases i
  · change cos θ * (sin a * sin f) - sin θ * (sin a * cos f) = sin a * sin (f - θ)
    rw [Real.sin_sub]; ring
  · rfl
  · change sin θ * (sin a * sin f) + cos θ * (sin a * cos f) = sin a * cos (f - θ)
    rw [Real.cos_sub]; ring

/-- When `sin a > 0`, level 0 is active for `spin a f` exactly when the azimuth `f` has positive
cosine. -/
theorem hemisphere_zero_spin {a : ℝ} (ha : 0 < sin a) (f : ℝ) :
    hemisphere 0 (spin a f) = if 0 < cos f then 1 else 0 := by
  change (if 0 < sin a * cos f then (1 : ℝ) else 0) = _
  simp only [mul_pos_iff_of_pos_left ha]

/-- For `θ` in `[0, π]`, integrating any function `g` of the azimuth from `-π/2` to `π/2`,
restricted to `cos (f - θ) > 0`, is the same as integrating it from `θ - π/2` to `π/2`. -/
theorem azimuth_window (g : ℝ → ℝ) {θ : ℝ} (h0 : 0 ≤ θ) (h1 : θ ≤ π) :
    ∫ f in (-(π / 2))..(π / 2), g f * (if 0 < cos (f - θ) then 1 else 0) =
      ∫ f in (θ - π / 2)..(π / 2), g f := by
  have hp := Real.pi_pos
  rw [intervalIntegral.integral_of_le (by linarith),
    intervalIntegral.integral_of_le (by linarith),
    MeasureTheory.integral_Ioc_eq_integral_Ioo, MeasureTheory.integral_Ioc_eq_integral_Ioo]
  have hset : Set.Ioo (θ - π / 2) (π / 2) =
      Set.Ioo (-(π / 2)) (π / 2) ∩ Set.Ioi (θ - π / 2) := by
    ext f
    simp only [Set.mem_Ioo, Set.mem_inter_iff, Set.mem_Ioi]
    constructor
    · rintro ⟨h, h'⟩
      exact ⟨⟨by linarith, h'⟩, h⟩
    · rintro ⟨⟨_, h'⟩, h⟩
      exact ⟨h, h'⟩
  rw [hset, ← MeasureTheory.setIntegral_indicator measurableSet_Ioi]
  refine MeasureTheory.setIntegral_congr_fun measurableSet_Ioo fun f hf => ?_
  by_cases h : θ - π / 2 < f
  · have hc : 0 < cos (f - θ) :=
      Real.cos_pos_of_mem_Ioo ⟨by linarith, by linarith [hf.2]⟩
    simp [hc, h]
  · have hc : cos (θ - f) ≤ 0 :=
      Real.cos_nonpos_of_pi_div_two_le_of_le (by linarith) (by linarith [hf.1])
    rw [← Real.cos_neg, neg_sub] at hc
    simp [not_lt_of_ge hc, h]

/-- The azimuthal integral of `cos f` over spins that start and end in the upper hemisphere
is `1 + cos θ`, for every rotation angle. -/
theorem azimuth_integral (θ : ℝ) :
    ∫ f in (-(π / 2))..(π / 2), cos f * (if 0 < cos (f - θ) then 1 else 0) =
      1 + cos θ := by
  -- fold θ to an angle φ in [0, π] with the same cosine
  obtain ⟨φ, h0, h1, hφ⟩ : ∃ φ, 0 ≤ φ ∧ φ ≤ π ∧ cos φ = cos θ :=
    ⟨arccos (cos θ), Real.arccos_nonneg _, Real.arccos_le_pi _,
      Real.cos_arccos (Real.neg_one_le_cos θ) (Real.cos_le_one θ)⟩
  have base : ∫ f in (-(π / 2))..(π / 2), cos f * (if 0 < cos (f - φ) then 1 else 0) =
      1 + cos θ := by
    rw [azimuth_window _ h0 h1, integral_cos, Real.sin_pi_div_two,
      Real.sin_sub_pi_div_two, hφ]
    ring
  have hs : (sin θ - sin φ) * (sin θ + sin φ) = 0 := by
    linear_combination Real.sin_sq_add_cos_sq θ - Real.sin_sq_add_cos_sq φ +
      (cos φ + cos θ) * hφ
  rcases mul_eq_zero.mp hs with h | h
  · have hc : ∀ f, cos (f - θ) = cos (f - φ) := fun f => by
      rw [Real.cos_sub, Real.cos_sub, hφ, sub_eq_zero.mp h]
    simp only [hc]
    exact base
  · -- the opposite sense of rotation is the mirror image f → -f
    have hc : ∀ f, cos (f - θ) = cos (-f - φ) := fun f => by
      rw [Real.cos_sub, Real.cos_sub, hφ, Real.cos_neg, Real.sin_neg,
        eq_neg_of_add_eq_zero_left h]
      ring
    have hm := intervalIntegral.integral_comp_neg (a := -(π / 2)) (b := π / 2)
      (fun f => cos f * (if 0 < cos (f - φ) then (1 : ℝ) else 0))
    simp only [Real.cos_neg, neg_neg] at hm
    simp only [hc]
    exact hm.trans base

/-- The mapping-spin integral over the initial hemisphere, restricted to `cos (f - θ) > 0`,
equals `cos² (θ/2)`. -/
theorem mapping_integral (θ : ℝ) :
    1 / π * ∫ a in (0 : ℝ)..π, ∫ f in (-(π / 2))..(π / 2),
      sin a ^ 2 * cos f * (if 0 < cos (f - θ) then 1 else 0) = cos (θ / 2) ^ 2 := by
  have hπ : π * π⁻¹ = 1 := mul_inv_cancel₀ Real.pi_ne_zero
  simp only [mul_assoc, intervalIntegral.integral_const_mul, azimuth_integral,
    intervalIntegral.integral_mul_const, integral_sin_sq, Real.sin_zero, Real.sin_pi]
  rw [Real.cos_sq, show 2 * (θ / 2) = θ by ring]
  linear_combination ((1 + cos θ) / 2) * hπ

/-- Hemisphere populations weighted by twice the initial z component of the spin equal the
exact quantum populations of both levels after rotation by any angle, starting in level 0. -/
theorem weighted_population_exact (k : Fin 2) (θ : ℝ) :
    hemisphereAverage (fun v => 2 * v 2) k θ = ‖propagator θ k 0‖ ^ 2 := by
  -- level 1 is level 0 seen after a further half turn
  obtain ⟨δ, hδ, hU⟩ : ∃ δ : ℝ,
      (∀ a f, 0 < sin a → hemisphere k (spin a f) = if 0 < cos (f - δ) then 1 else 0) ∧
      ‖propagator θ k 0‖ ^ 2 = cos ((θ + δ) / 2) ^ 2 := by
    fin_cases k
    · refine ⟨0, fun a f ha => ?_, ?_⟩
      · rw [sub_zero]
        exact hemisphere_zero_spin ha f
      · change ‖((cos (θ / 2) : ℝ) : ℂ)‖ ^ 2 = _
        rw [Complex.norm_real, Real.norm_eq_abs, sq_abs, add_zero]
    · refine ⟨π, fun a f ha => ?_, ?_⟩
      · change (if 0 < -(sin a * cos f) then (1 : ℝ) else 0) = _
        rw [Real.cos_sub_pi, ← mul_neg]
        simp only [mul_pos_iff_of_pos_left ha]
      · change ‖((-sin (θ / 2) : ℝ) : ℂ)‖ ^ 2 = _
        rw [Complex.norm_real, Real.norm_eq_abs, sq_abs,
          show (θ + π) / 2 = θ / 2 + π / 2 by ring, Real.cos_add_pi_div_two]
  have inner : Set.EqOn
      (fun a => ∫ f in (-(π / 2))..(π / 2),
        sin a * (2 * spin a f 2 * hemisphere k (rotate θ (spin a f))))
      (fun a => 2 * ∫ f in (-(π / 2))..(π / 2),
        sin a ^ 2 * cos f * (if 0 < cos (f - (θ + δ)) then 1 else 0))
      (Set.uIcc 0 π) := by
    intro a ha
    rw [Set.uIcc_of_le Real.pi_pos.le] at ha
    dsimp only
    rw [← intervalIntegral.integral_const_mul]
    refine intervalIntegral.integral_congr fun f _ => ?_
    have hz : spin a f 2 = sin a * cos f := rfl
    rcases (Real.sin_nonneg_of_mem_Icc ha).eq_or_lt with h | h
    · simp only [← h]
      ring
    · simp only [rotate_spin, hδ a _ h, hz, sub_sub]
      ring
  have outer := intervalIntegral.integral_congr (μ := MeasureTheory.volume) inner
  rw [intervalIntegral.integral_const_mul] at outer
  rw [hU, ← mapping_integral (θ + δ)]
  unfold hemisphereAverage
  rw [outer]
  ring

/-- Without the z weight, the population of level 0 falls linearly, as `1 - θ/π`, for `θ` in
`[0, π]`. -/
theorem uniform_population_linear {θ : ℝ} (h0 : 0 ≤ θ) (h1 : θ ≤ π) :
    hemisphereAverage (fun _ => 1) 0 θ = 1 - θ / π := by
  have inner : Set.EqOn
      (fun a => ∫ f in (-(π / 2))..(π / 2),
        sin a * (1 * hemisphere 0 (rotate θ (spin a f))))
      (fun a => sin a * (π - θ)) (Set.uIcc 0 π) := by
    intro a ha
    rw [Set.uIcc_of_le Real.pi_pos.le] at ha
    have hw := azimuth_window (fun _ => 1) h0 h1
    rw [intervalIntegral.integral_const, smul_eq_mul, mul_one,
      show π / 2 - (θ - π / 2) = π - θ by ring] at hw
    dsimp only
    rw [← hw, ← intervalIntegral.integral_const_mul]
    refine intervalIntegral.integral_congr fun f _ => ?_
    rcases (Real.sin_nonneg_of_mem_Icc ha).eq_or_lt with h | h
    · simp only [← h, zero_mul]
    · simp only [rotate_spin, hemisphere_zero_spin h]
  have outer := intervalIntegral.integral_congr (μ := MeasureTheory.volume) inner
  rw [intervalIntegral.integral_mul_const, integral_sin, Real.cos_zero, Real.cos_pi] at outer
  have hπ : π * π⁻¹ = 1 := mul_inv_cancel₀ Real.pi_ne_zero
  unfold hemisphereAverage
  rw [outer]
  linear_combination hπ

end

end MappingSpinHopping
```

```lean
#print axioms MappingSpinHopping.propagator_conj_pauli
#print axioms MappingSpinHopping.weighted_population_exact
#print axioms MappingSpinHopping.uniform_population_linear
```

```
'MappingSpinHopping.propagator_conj_pauli' depends on axioms: [propext, Classical.choice, Quot.sound]
'MappingSpinHopping.weighted_population_exact' depends on axioms: [propext, Classical.choice, Quot.sound]
'MappingSpinHopping.uniform_population_linear' depends on axioms: [propext, Classical.choice, Quot.sound]
```

## From the azimuth window to both populations

`propagator_conj_pauli` links the two descriptions of the motion. It rewrites cos θ and sin θ in half angles, replaces the half-angle functions by letters `c` and `s`, and compares the four matrix entries. The diagonal entries are polynomial identities; the off-diagonal ones also need c² + s² = 1, supplied through `linear_combination`. The population theorems do not use this lemma. Its role is to show that the rotation they integrate over is the one generated by the propagator.

`rotate_spin` is the azimuth shift, obtained from the subtraction formulas. `hemisphere_zero_spin` removes the positive factor sin a from the condition for level 0.

`azimuth_window` changes the lower limit of integration. It passes to open intervals, writes the smaller one as the larger one intersected with f > θ − π/2, and compares the integrands point by point using the sign of the cosine. The function `g` is arbitrary, so the same lemma serves both the cosine weight and the uniform one.

`azimuth_integral` extends the value 1 + cos θ to all angles. It sets φ = arccos(cos θ), which lies in [0, π]. Since the cosines agree, sin θ is either sin φ or −sin φ. In the first case the integrands coincide; in the second, f → −f turns one integral into the other. The arccosine replaces the informal argument by periodicity; the reflection is the same in both.

`mapping_integral` pulls out the constants, inserts `azimuth_integral` and the integral of sin² a, and finishes with the half-angle formula.

`weighted_population_exact` treats both levels together through an offset `δ`, equal to 0 for level 0 and π for level 1. `inner` rewrites the azimuthal integral at each `a` as twice the one in `mapping_integral`, with angle θ + δ. Where sin a = 0 both integrands vanish; elsewhere the azimuth shift and the hemisphere condition apply. Integrating over `a` then leaves `mapping_integral` at θ + δ.

`uniform_population_linear` follows the same route with `g` equal to 1. The window then contributes its length π − θ, and the integral of sin a contributes 2.
